# The squared difference of two Fermi functions shifted by \(a\neq 0\) integrates to \(a\coth(a/2)-2\)

A: Let \(f(x)=1/(1+e^x)\). For every real \(a\neq 0\), the function \((f(x-a)-f(x))^2\) is integrable over the real line, and
\[
\int_{-\infty}^{\infty}\bigl(f(x-a)-f(x)\bigr)^2\,dx = a\coth\frac a2-2 .
\]
Here \(x\) is energy in units of \(kT\) and \(a\) is the bias \(eV/kT\) between two leads. For non-interacting electrons in a two-terminal conductor with energy-independent transmission and both leads at the same temperature, the zero-frequency partition noise is \(kT\) times this integral, up to a factor that depends only on the transmissions and on constants of nature.

Q: Before I look at any Lean, show me the calculation. Where does the hyperbolic cotangent come from?

A: From detailed balance: at every energy the products \(f(x-a)(1-f(x))\) and \(f(x)(1-f(x-a))\) are in the ratio \(e^a\), so the ratio of their sum to their difference is also independent of energy. Write \(f_1=f(x-a)\), \(f_2=f(x)\), \(p=e^{x-a}\) and \(q=e^a\), so that \(f_1=1/(1+p)\) and \(f_2=1/(1+pq)\). Then
\[
f_1(1-f_2)+f_2(1-f_1)=\frac{p(q+1)}{(1+p)(1+pq)},\qquad
f_1-f_2=\frac{p(q-1)}{(1+p)(1+pq)} .
\]
The ratio is \((q+1)/(q-1)=\coth(a/2)\), independent of energy. Expanding the square now gives
\[
\begin{aligned}
(f_1-f_2)^2&=f_1(1-f_2)+f_2(1-f_1)-f_1(1-f_1)-f_2(1-f_2)\\
&=\coth\tfrac a2\,(f_1-f_2)-f_1(1-f_1)-f_2(1-f_2).
\end{aligned}
\]

Q: And each term can be integrated?

A: Yes. Since \(f'=-f(1-f)\), we have \((\log f)'=f-1\), hence \((\log f_1-\log f_2)'=f_1-f_2\). An antiderivative is therefore
\[
F(x)=\coth\tfrac a2\,(\log f_1-\log f_2)+f_1+f_2 .
\]
As \(x\to-\infty\), both occupations tend to 1 and \(F\to 2\). As \(x\to+\infty\), both logarithms diverge, so use \(f(x)=f(-x)e^{-x}\), that is, \(\log f(x)=\log f(-x)-x\). Then
\[
\log f_1-\log f_2=\log f(a-x)-\log f(-x)+a\;\longrightarrow\; a ,
\]
and \(F\to a\coth(a/2)\). Subtracting the limits gives the result.

Q: Now the formal version. What do its objects stand for?

A: There are three definitions. The first is the occupation, with the chemical potential at zero.

```lean
import Mathlib

open MeasureTheory Filter Topology

namespace ShotNoiseIntegral

noncomputable section

/-- Fermi-Dirac occupation at energy `x`, measured from the chemical potential in units of `kT`. -/
def fermi (x : ℝ) : ℝ := 1 / (1 + Real.exp x)
```

The second is the hyperbolic cotangent as a quotient.

```lean
/-- Hyperbolic cotangent, for `x ≠ 0`. -/
def coth (x : ℝ) : ℝ := Real.cosh x / Real.sinh x
```

The third is the noise per unit energy, summed over finitely many channels indexed by `n`, with transmission `T n`.

```lean
/-- Spectral noise at energy `x` of a conductor with channel transmissions `T n` and bias `a` (in
units of `kT`), without the constant prefactor: thermal noise of both leads plus partition noise. -/
def noiseKernel {ι : Type*} [Fintype ι] (T : ι → ℝ) (a x : ℝ) : ℝ :=
  ∑ n, (T n * (fermi (x - a) * (1 - fermi (x - a)) + fermi x * (1 - fermi x))
    + T n * (1 - T n) * (fermi (x - a) - fermi x) ^ 2)
```

Q: That last one looks like physics put in by hand.

A: It is. The kernel is the zero-frequency noise formula of scattering theory without its prefactor, and it is taken as a definition, not derived from a scattering state. Its first part is the thermal noise of both leads. Its second part stands for the randomness of an electron being transmitted or reflected. Interactions and energy-dependent transmission are absent. The numbers `T n` may be any reals; the physical range from 0 to 1 is not needed for the identity.

The main theorem, `shot_noise_integral`, uses only `fermi` and `coth`. Its hypothesis `a ≠ 0` keeps away from the pole of the cotangent, and either sign of bias is allowed.

Q: Why does it carry a separate `Integrable` clause? A value for the integral should be enough.

A: Lean assigns the value 0 to the integral of a non-integrable function, so an equation alone shows convergence only when the value is known to be nonzero. Here \(a\coth(a/2)>2\) for \(a\neq 0\), so convergence could be deduced that way, but the clause states it outright.

Q: Then take me through the proof. I want to recognise the steps.

A: It begins with positivity, needed for the logarithms, then particle-hole symmetry and the reflection formula for \(\log f\).

```lean
lemma fermi_pos (x : ℝ) : 0 < fermi x := by
  unfold fermi
  positivity

/-- Particle-hole symmetry: the occupation at `-x` is the hole occupation at `x`. -/
theorem fermi_neg (x : ℝ) : fermi (-x) = 1 - fermi x := by
  have hp := Real.exp_pos x
  unfold fermi
  rw [Real.exp_neg]
  field_simp
  ring

lemma log_fermi (x : ℝ) : Real.log (fermi x) = Real.log (fermi (-x)) - x := by
  have h : fermi x = fermi (-x) * Real.exp (-x) := by
    have hp := Real.exp_pos x
    unfold fermi
    rw [Real.exp_neg]
    field_simp
    ring
  rw [h, Real.log_mul (fermi_pos _).ne' (Real.exp_pos _).ne', Real.log_exp]
  ring
```

Next come the slope \(f'=-f(1-f)\), continuity, and the limits 1 and 0. The limit at high energy is obtained from the one at low energy by reflection.

```lean
/-- The slope of the occupation is minus the product of particle and hole occupations. -/
theorem hasDerivAt_fermi (x : ℝ) : HasDerivAt fermi (-(fermi x * (1 - fermi x))) x := by
  have hp : 1 + Real.exp x ≠ 0 := by positivity
  have h := (hasDerivAt_const x (1 : ℝ)).fun_div ((Real.hasDerivAt_exp x).const_add 1) hp
  refine (show HasDerivAt fermi _ x from h).congr_deriv ?_
  unfold fermi
  field_simp
  ring

lemma continuous_fermi : Continuous fermi :=
  continuous_iff_continuousAt.2 fun x => (hasDerivAt_fermi x).continuousAt

lemma tendsto_fermi_atBot : Tendsto fermi atBot (𝓝 1) := by
  have h := (Real.tendsto_exp_atBot.const_add 1).inv₀ (by norm_num)
  change Tendsto (fun x => 1 / (1 + Real.exp x)) atBot (𝓝 1)
  simpa [one_div] using h

lemma tendsto_fermi_atTop : Tendsto fermi atTop (𝓝 0) := by
  have h := (tendsto_fermi_atBot.comp tendsto_neg_atTop_atBot).const_sub 1
  rw [sub_self] at h
  exact h.congr fun x => by simp [Function.comp, fermi_neg]
```

The consequence of detailed balance used above follows. `coth_half` rewrites \(\coth(a/2)\) as \((e^a+1)/(e^a-1)\). The theorem after it makes the same substitution of \(p\) and \(q\) as above, and `field_simp` and `ring` clear the denominators.

```lean
lemma coth_half {a : ℝ} (ha : a ≠ 0) :
    coth (a / 2) = (Real.exp a + 1) / (Real.exp a - 1) := by
  have h1 : Real.sinh (a / 2) ≠ 0 := fun h => ha (by linarith [Real.sinh_eq_zero.1 h])
  have h2 : Real.exp a - 1 ≠ 0 := fun h => ha (Real.exp_eq_one_iff a |>.1 (by linarith))
  have hE : Real.exp a = Real.exp (a / 2) * Real.exp (a / 2) := by
    rw [← Real.exp_add, add_halves]
  have huv : Real.exp (a / 2) * Real.exp (-(a / 2)) = 1 := by
    rw [← Real.exp_add, add_neg_cancel, Real.exp_zero]
  rw [coth, div_eq_div_iff h1 h2, Real.cosh_eq, Real.sinh_eq, hE]
  linear_combination Real.exp (a / 2) * huv

/-- At nonzero bias `a`, the product of the occupation of one lead and the hole occupation of the
other, summed over both choices, is `coth (a/2)` times the difference of the occupations. -/
theorem detailed_balance {a : ℝ} (ha : a ≠ 0) (x : ℝ) :
    fermi (x - a) * (1 - fermi x) + fermi x * (1 - fermi (x - a))
      = coth (a / 2) * (fermi (x - a) - fermi x) := by
  have h2 : Real.exp a - 1 ≠ 0 := fun h => ha (Real.exp_eq_one_iff a |>.1 (by linarith))
  have hx : Real.exp x = Real.exp (x - a) * Real.exp a := by
    rw [← Real.exp_add, sub_add_cancel]
  have hp := Real.exp_pos (x - a)
  have hq := Real.exp_pos a
  rw [coth_half ha]
  unfold fermi
  rw [hx]
  generalize Real.exp (x - a) = p at *
  generalize Real.exp a = q at *
  have h3 : 1 + p ≠ 0 := by positivity
  have h4 : 1 + p * q ≠ 0 := by positivity
  field_simp
  ring
```

Q: By hand you simply subtracted limits. Where is convergence established?

A: In a general lemma. Let \(g\) be continuous and nonnegative with antiderivative \(F\), and let \(F\) have finite limits at both ends. The integral of \(|g|=g\) over \([-t,t]\) is \(F(t)-F(-t)\), which converges as \(t\to\infty\). This makes \(g\) integrable, and the fundamental theorem on the whole line gives the value.

```lean
lemma integral_of_nonneg_deriv {F g : ℝ → ℝ} {m n : ℝ} (hd : ∀ x, HasDerivAt F (g x) x)
    (hg : Continuous g) (h0 : ∀ x, 0 ≤ g x) (hm : Tendsto F atBot (𝓝 m))
    (hn : Tendsto F atTop (𝓝 n)) : Integrable g ∧ ∫ x, g x = n - m := by
  have hi : Integrable g := by
    refine integrable_of_intervalIntegral_norm_tendsto (l := atTop) (a := fun t : ℝ => -t)
      (b := fun t => t) (n - m)
      (fun t => hg.integrableOn_Icc.mono_set Set.Ioc_subset_Icc_self)
      tendsto_neg_atTop_atBot tendsto_id ?_
    refine (hn.sub (hm.comp tendsto_neg_atTop_atBot)).congr fun t => ?_
    have hnorm : ∀ x, ‖g x‖ = g x := fun x => Real.norm_of_nonneg (h0 x)
    simp only [hnorm]
    exact (intervalIntegral.integral_eq_sub_of_hasDerivAt (fun x _ => hd x)
      (hg.intervalIntegrable _ _)).symm
  exact ⟨hi, integral_of_hasDerivAt_of_tendsto hd hi hm hn⟩
```

The main proof supplies the ingredients. `hd` differentiates the explicit antiderivative and closes the algebra with `detailed_balance`. `hbot` and `htop` are its two limits, and `hlog` is the step where the diverging logarithms leave \(a\) behind.

```lean
/-- Shot-noise integral: at nonzero bias `a` the squared difference of the lead occupations is
integrable over all energies, with integral `a coth (a/2) - 2`. -/
theorem shot_noise_integral {a : ℝ} (ha : a ≠ 0) :
    Integrable (fun x => (fermi (x - a) - fermi x) ^ 2) ∧
      ∫ x, (fermi (x - a) - fermi x) ^ 2 = a * coth (a / 2) - 2 := by
  have hsb : Tendsto (fun x : ℝ => x - a) atBot atBot := by
    simpa only [sub_eq_add_neg, id] using tendsto_atBot_add_const_right atBot (-a) tendsto_id
  have hst : Tendsto (fun x : ℝ => x - a) atTop atTop := by
    simpa only [sub_eq_add_neg, id] using tendsto_atTop_add_const_right atTop (-a) tendsto_id
  -- the explicit antiderivative
  have hd : ∀ x, HasDerivAt (fun y => coth (a / 2) * (Real.log (fermi (y - a))
      - Real.log (fermi y)) + (fermi (y - a) + fermi y)) ((fermi (x - a) - fermi x) ^ 2) x := by
    intro x
    have h1 := (hasDerivAt_fermi (x - a)).comp_sub_const x a
    have h2 := hasDerivAt_fermi x
    have e : ∀ y, -(fermi y * (1 - fermi y)) / fermi y = fermi y - 1 := fun y => by
      rw [div_eq_iff (fermi_pos y).ne']
      ring
    refine ((((h1.log (fermi_pos _).ne').fun_sub (h2.log (fermi_pos _).ne')).const_mul
      (coth (a / 2))).fun_add (h1.fun_add h2)).congr_deriv ?_
    rw [e, e]
    linear_combination -detailed_balance ha x
  -- its limits at low and high energy
  have b1 := tendsto_fermi_atBot.comp hsb
  have b2 := tendsto_fermi_atBot
  have hbot := (((b1.log one_ne_zero).sub (b2.log one_ne_zero)).const_mul
    (coth (a / 2))).add (b1.add b2)
  have t1 := tendsto_fermi_atBot.comp (tendsto_neg_atTop_atBot.comp hst)
  have t2 := tendsto_fermi_atBot.comp (tendsto_neg_atTop_atBot (G := ℝ))
  have hlog : Tendsto (fun x => Real.log (fermi (x - a)) - Real.log (fermi x)) atTop
      (𝓝 (Real.log 1 - Real.log 1 + a)) := by
    refine (((t1.log one_ne_zero).sub (t2.log one_ne_zero)).add_const a).congr fun x => ?_
    simp only [Function.comp]
    rw [log_fermi (x - a), log_fermi x]
    ring
  have htop := (hlog.const_mul (coth (a / 2))).add
    ((tendsto_fermi_atTop.comp hst).add tendsto_fermi_atTop)
  have hc : Continuous fun x => (fermi (x - a) - fermi x) ^ 2 :=
    ((continuous_fermi.comp (continuous_id.sub continuous_const)).sub continuous_fermi).pow 2
  have h := integral_of_nonneg_deriv hd hc (fun x => sq_nonneg _) hbot htop
  refine ⟨h.1, ?_⟩
  rw [h.2, Real.log_one]
  ring
```

Q: My leads have chemical potentials in electronvolts, not a dimensionless \(a\).

A: Let \(\theta=kT>0\) be the common thermal energy and \(\mu_L\neq\mu_R\) the chemical potentials. Substitute \(E=\mu_R+\theta x\) and \(a=(\mu_L-\mu_R)/\theta\). The measure contributes a factor \(\theta\), so the integral becomes
\[
\theta\Bigl(a\coth\frac a2-2\Bigr)=(\mu_L-\mu_R)\coth\frac{\mu_L-\mu_R}{2\theta}-2\theta .
\]
The Lean proof shifts the energy origin and then rescales. Leads at different temperatures are not covered.

```lean
/-- The shot-noise integral in energy units, for leads at thermal energy `θ` and different
chemical potentials `μL` and `μR`. -/
theorem shot_noise_integral_energy {θ μL μR : ℝ} (hθ : 0 < θ) (hμ : μL ≠ μR) :
    ∫ E, (fermi ((E - μL) / θ) - fermi ((E - μR) / θ)) ^ 2
      = (μL - μR) * coth ((μL - μR) / (2 * θ)) - 2 * θ := by
  have key := shot_noise_integral (div_ne_zero (sub_ne_zero.2 hμ) hθ.ne')
  have e : ∀ E, (E - μL) / θ = (E - μR) / θ - (μL - μR) / θ := fun E => by ring
  have hc : θ * ((μL - μR) / θ) = μL - μR := mul_div_cancel₀ _ hθ.ne'
  have h2 : (μL - μR) / θ / 2 = (μL - μR) / (2 * θ) := by rw [div_div, mul_comm θ]
  simp only [e]
  -- shift the energy origin, then rescale by the temperature
  rw [integral_sub_right_eq_self
      (fun y => (fermi (y / θ - (μL - μR) / θ) - fermi (y / θ)) ^ 2) μR,
    Measure.integral_comp_div (fun x => (fermi (x - (μL - μR) / θ) - fermi x) ^ 2) θ,
    key.2, abs_of_pos hθ, smul_eq_mul, h2]
  linear_combination coth ((μL - μR) / (2 * θ)) * hc
```

Q: And the noise I would measure contains the thermal terms as well.

A: Those are easy to add. Since \(f(1-f)=-f'\), each lead contributes \(\int f(1-f)\,dx=1\). With \(T_n\) for `T n`, the integrated kernel is
\[
2\sum_n T_n+\Bigl(a\coth\frac a2-2\Bigr)\sum_n T_n(1-T_n)
=2\sum_n T_n^2+a\coth\frac a2\sum_n T_n(1-T_n),
\]
because \(T_n=T_n^2+T_n(1-T_n)\). In the proof, `ht` is the thermal integral, `hk` regroups the kernel and `hT` is the last identity.

```lean
/-- The noise kernel integrated over all energies, for energy-independent transmissions `T n` and
nonzero bias `a`; energy and bias are in units of `kT`. -/
theorem total_noise {ι : Type*} [Fintype ι] (T : ι → ℝ) {a : ℝ} (ha : a ≠ 0) :
    ∫ x, noiseKernel T a x
      = 2 * ∑ n, T n ^ 2 + a * coth (a / 2) * ∑ n, T n * (1 - T n) := by
  -- thermal noise of one lead
  have ht : Integrable (fun x => fermi x * (1 - fermi x)) ∧
      ∫ x, fermi x * (1 - fermi x) = -0 - -1 :=
    integral_of_nonneg_deriv (F := fun x => -fermi x)
      (fun x => (hasDerivAt_fermi x).fun_neg.congr_deriv (neg_neg _))
      (continuous_fermi.mul (continuous_const.sub continuous_fermi))
      (fun x => by rw [← fermi_neg]; exact (mul_pos (fermi_pos _) (fermi_pos _)).le)
      tendsto_fermi_atBot.neg tendsto_fermi_atTop.neg
  have hs := shot_noise_integral ha
  have i1 : Integrable (fun x => fermi (x - a) * (1 - fermi (x - a))) := ht.1.comp_sub_right a
  have i2 : Integrable (fun x => fermi (x - a) * (1 - fermi (x - a))
      + fermi x * (1 - fermi x)) := i1.add ht.1
  have v1 := integral_sub_right_eq_self (μ := volume) (fun x => fermi x * (1 - fermi x)) a
  have hk : ∀ x, noiseKernel T a x
      = (∑ n, T n) * (fermi (x - a) * (1 - fermi (x - a)) + fermi x * (1 - fermi x))
        + (∑ n, T n * (1 - T n)) * (fermi (x - a) - fermi x) ^ 2 := fun x => by
    rw [noiseKernel, Finset.sum_add_distrib, Finset.sum_mul, Finset.sum_mul]
  have hT : ∑ n, T n = ∑ n, T n ^ 2 + ∑ n, T n * (1 - T n) := by
    rw [← Finset.sum_add_distrib]
    exact Finset.sum_congr rfl fun n _ => by ring
  simp only [hk]
  rw [integral_add (i2.const_mul _) (hs.1.const_mul _), integral_const_mul,
    integral_const_mul, integral_add i1 ht.1, v1, ht.2, hs.2]
  linear_combination 2 * hT
```

Q: Does the formula behave sensibly at large bias? I would expect a box of height 1 and width \(a\).

A: The area does approach that of the box in relative terms. For \(a>0\),
\[
a\coth\frac a2-2=a-2+\frac{2a}{e^a-1},
\]
and \(e^a>1+a\) puts \(a/(e^a-1)\) strictly between 0 and 1. The integral therefore lies strictly between \(a-2\) and \(a\): thermal rounding of the edges removes less than 2 from the box.

```lean
/-- At positive bias `a` the shot-noise integral lies strictly between `a - 2` and `a`. -/
theorem shot_noise_bounds {a : ℝ} (ha : 0 < a) :
    a - 2 < ∫ x, (fermi (x - a) - fermi x) ^ 2 ∧
      ∫ x, (fermi (x - a) - fermi x) ^ 2 < a := by
  have hE := Real.add_one_lt_exp ha.ne'
  have hp : 0 < Real.exp a - 1 := by linarith
  have h1 : 0 < a / (Real.exp a - 1) := div_pos ha hp
  have h2 : a / (Real.exp a - 1) < 1 := (div_lt_one hp).2 (by linarith)
  have h3 : a * ((Real.exp a + 1) / (Real.exp a - 1)) = a + 2 * (a / (Real.exp a - 1)) := by
    have hne := hp.ne'
    field_simp
    ring
  rw [(shot_noise_integral ha.ne').2, coth_half ha.ne', h3]
  constructor <;> linarith

end

end ShotNoiseIntegral
```

```lean
#print axioms ShotNoiseIntegral.shot_noise_integral
#print axioms ShotNoiseIntegral.shot_noise_integral_energy
#print axioms ShotNoiseIntegral.total_noise
#print axioms ShotNoiseIntegral.shot_noise_bounds
```

```
'ShotNoiseIntegral.shot_noise_integral' depends on axioms: [propext, Classical.choice, Quot.sound]
'ShotNoiseIntegral.shot_noise_integral_energy' depends on axioms: [propext, Classical.choice, Quot.sound]
'ShotNoiseIntegral.total_noise' depends on axioms: [propext, Classical.choice, Quot.sound]
'ShotNoiseIntegral.shot_noise_bounds' depends on axioms: [propext, Classical.choice, Quot.sound]
```

Q: Where would I meet this in an actual calculation?

A: In a transport code that integrates noise over an energy grid. Make each channel's transmission independent of energy, and the partition term, without its prefactor, must reproduce \(\theta\,(a\coth(a/2)-2)\) times \(\sum_n T_n(1-T_n)\) up to numerical error. A larger discrepancy may come from a grid that is too coarse or that stops too close to one of the chemical potentials, or from a mistake in the code such as a wrong factor.

If you code the closed form itself, be careful at small bias, where two numbers close to 2 are subtracted and digits are lost. A series expansion, which I did by hand and which is not in the Lean file, gives \(a^2/6\) to leading order, and this is the better expression when \(|a|\) is very small.
